# Detailed balance for opening and closing one world-line segment with a positive kernel on a finite site set

Take a piece of a boson's world line that runs from site $a$ to site $b$ in two links, through one intermediate site $x_0$. Each link from $i$ to $j$ carries a weight $K(i,j)>0$, and the links outside the piece together carry a weight $w>0$. With dimensionless interaction energies $U(x_0)$ when the piece is present and $U'$ when it is removed, the closed and open weights are

$$W(x_0)=w\,K(a,x_0)K(x_0,b)\,e^{-U(x_0)},\qquad W_{\rm open}=C\,w\,e^{-U'} .$$

The constant $C>0$ sets how heavily open configurations count. An open world line is called a worm, and opening and closing are two moves of the worm algorithm. Opening this piece is proposed with probability $1/n$, where $n=NP\bar M$ for $N$ particles, $P$ time slices and largest segment length $\bar M$. Closing draws $x_0$ with probability $K(a,x_0)K(x_0,b)/K^2(a,b)$, where $K^2(a,b)$ is an entry of the matrix square $K^2$. These probabilities sum to one because summing the numerator over $x_0$ gives exactly this entry.

The link product appears both in the closed weight and in the closing proposal, so it cancels when the two proposal fluxes are compared:

$$R(x_0)=\frac{W_{\rm open}\,K(a,x_0)K(x_0,b)/K^2(a,b)}{W(x_0)/n}=\frac{C\,n\,e^{U(x_0)-U'}}{K^2(a,b)} .$$

Accepting an opening with probability $\min(1,R)$ and a closing with probability $\min(1,1/R)$ balances the two flows. The same argument works for any number of links.

## Link products along a path

The sites form a type `S`, which becomes finite where sums first appear.

In Lean 4 with Mathlib:

```lean
import Mathlib

open Finset

namespace WormOpenClose

noncomputable section

variable {S : Type*}
```

A segment with $M=m+1$ links has $m$ interior points $x=(x_0,\dots,x_{m-1})$, represented as a function `Fin m → S`. Its link product is

$$L(x)=K(a,x_0)\,K(x_0,x_1)\cdots K(x_{m-1},b),$$

and $L=K(a,b)$ when $m=0$. The recursion takes off the first link and continues from $x_0$.

```lean
/-- Product of the `m + 1` links of a path from `a` to `b` through the `m` interior points `x`. -/
def links (K : Matrix S S ℝ) : (m : ℕ) → S → (Fin m → S) → S → ℝ
  | 0, a, _, b => K a b
  | m + 1, a, x, b => K a (x 0) * links K m (x 0) (fun i => x i.succ) b
```

A product of positive numbers is positive. The induction on $m$ leaves the starting point `a` general, since the remaining path starts at $x_0$.

```lean
/-- For a positive kernel every path has a positive link product. -/
theorem links_pos {K : Matrix S S ℝ} (hK : ∀ i j, 0 < K i j) (m : ℕ) (a b : S)
    (x : Fin m → S) : 0 < links K m a x b := by
  induction m generalizing a with
  | zero => exact hK a b
  | succ m ih => exact mul_pos (hK _ _) (ih _ _)
```

## The data of one segment

The structure `Segment S m` collects the quantities of the opening example for general $m$. The kernel stands for the free propagator over one time step, and it must be positive between every pair of sites. A kernel that allows only nearest-neighbour hops in one step is therefore excluded on larger lattices. Symmetry of $K$ is not required. Positivity of `w` reflects bosonic statistics, where permutations of the world lines enter with a plus sign.

The ends, the surroundings and the permutation outside the segment are frozen. The energy `U` may depend on all interior points in any way, while `U'` is one number because the open state has no interior points. In a grand-canonical simulation with chemical potential $\mu$ and imaginary-time step $\tau$ (in units of inverse energy), `U` also contains the term $-\mu M\tau$ for the $M$ links that opening removes. The condition `length_le`, $M\le\bar M$, says that the length of this segment is among those that can be drawn.

```lean
/-- Data of a worm move on one segment with `m + 1` links between fixed ends `a` and `b`:
kernel `K`, weight `w` of the rest of the configuration, worm constant `C`, dimensionless
interaction energies `U` (closed) and `U'` (open), `N` particles, `P` time slices and
largest segment length `Mbar`. -/
structure Segment (S : Type*) (m : ℕ) where
  K : Matrix S S ℝ
  K_pos : ∀ i j, 0 < K i j
  a : S
  b : S
  w : ℝ
  w_pos : 0 < w
  C : ℝ
  C_pos : 0 < C
  U : (Fin m → S) → ℝ
  U' : ℝ
  N : ℕ
  N_pos : 0 < N
  P : ℕ
  P_pos : 0 < P
  Mbar : ℕ
  length_le : m + 1 ≤ Mbar
```

## Summing over the interior points

Summing the link product over all interior points gives a matrix power:

$$\sum_{x}L(x)=K^{m+1}(a,b).$$

For $m=0$ there is exactly one empty list of interior points, and both sides are $K(a,b)$. For the step from $m$ to $m+1$ interior points, split off the first point $c$:

$$\sum_c K(a,c)\sum_{y}L_{c\to b}(y)=\sum_c K(a,c)\,K^{m+1}(c,b)=K^{m+2}(a,b).$$

In the proof, `Fin.consEquiv` turns a path into its first point and the rest, `pow_succ'` takes one factor $K$ out on the left, and the induction hypothesis is applied at the new starting site `c`.

```lean
variable [Fintype S] [DecidableEq S] {m : ℕ}

/-- Summing the link product over all interior points gives the matrix power of the kernel. -/
theorem sum_links (K : Matrix S S ℝ) (m : ℕ) (a b : S) :
    ∑ x : Fin m → S, links K m a x b = (K ^ (m + 1)) a b := by
  induction m generalizing a with
  | zero => simp [links]
  | succ m ih =>
    -- split off the first interior point
    rw [← Equiv.sum_comp (Fin.consEquiv (fun _ : Fin (m + 1) => S)),
      Fintype.sum_prod_type, pow_succ', Matrix.mul_apply]
    refine Finset.sum_congr rfl fun c _ => ?_
    rw [← ih c, Finset.mul_sum]
    simp [links, Fin.consEquiv]
```

## Proposals and acceptance ratio

The sum just computed is the free propagator across the segment, $G=K^M(a,b)$.

```lean
namespace Segment

/-- The free propagator `K^M(a,b)` across the segment, with `M = m + 1`. -/
def propagator (s : Segment S m) : ℝ := (s.K ^ (m + 1)) s.a s.b
```

The opening proposal chooses uniformly among $n=NP\bar M$ possibilities. The product is formed in the natural numbers and then read as a real number.

```lean
/-- The number `N P Mbar` of equally likely opening proposals. -/
def choices (s : Segment S m) : ℝ := ((s.N * s.P * s.Mbar : ℕ) : ℝ)
```

The closing proposal draws the interior points from the free bridge distribution

$$B(x)=\frac{L(x)}{G}.$$

```lean
/-- Bridge probability of the interior points `x`: link product over propagator. -/
def bridge (s : Segment S m) (x : Fin m → S) : ℝ :=
  links s.K m s.a x s.b / s.propagator
```

The acceptance ratio is

$$R(x)=\frac{C\,n\,e^{U(x)-U'}}{G}.$$

```lean
/-- The acceptance ratio `R = C N P Mbar exp(U - U') / K^M(a,b)`. -/
def ratio (s : Segment S m) (x : Fin m → S) : ℝ :=
  s.C * s.choices * Real.exp (s.U x - s.U') / s.propagator
```

## Weights and transition probabilities

The state space is `Option (Fin m → S)`: `some x` is the segment closed through $x$, and `none` is the open segment. The weights are

$$W(x)=w\,L(x)\,e^{-U(x)},\qquad W_{\rm open}=C\,w\,e^{-U'} .$$

They are unnormalised. The corresponding probabilities are $\pi(i)=W(i)/Z$, with $Z=W_{\rm open}+\sum_x W(x)$.

```lean
/-- Weight of a state: `some x` is the segment closed through `x`, `none` is the open segment. -/
def weight (s : Segment S m) : Option (Fin m → S) → ℝ
  | some x => s.w * links s.K m s.a x s.b * Real.exp (-s.U x)
  | none => s.C * s.w * Real.exp (-s.U')
```

Proposal times acceptance gives the probability of opening from $x$,

$$p_{\rm op}(x)=\frac1n\min\bigl(1,R(x)\bigr).$$

```lean
/-- Probability to propose and accept the opening of the segment closed through `x`. -/
def openProb (s : Segment S m) (x : Fin m → S) : ℝ :=
  1 / s.choices * min 1 (s.ratio x)
```

The probability of closing through $x$ is

$$p_{\rm cl}(x)=B(x)\min\bigl(1,1/R(x)\bigr).$$

```lean
/-- Probability to propose and accept the closing of the open segment through `x`. -/
def closeProb (s : Segment S m) (x : Fin m → S) : ℝ :=
  s.bridge x * min 1 (1 / s.ratio x)
```

Whatever probability is left keeps the state unchanged. For a closed segment this is $1-p_{\rm op}(x)$, which includes the proposals that select some other segment. For the open one it is $1-\sum_x p_{\rm cl}(x)$. There is no direct transition between two different closed paths.

```lean
/-- Transition matrix of the open/close move, with the remaining probability of each row on the
diagonal. -/
def transition (s : Segment S m) : Option (Fin m → S) → Option (Fin m → S) → ℝ
  | some x, some y => if x = y then 1 - s.openProb x else 0
  | some x, none => s.openProb x
  | none, some x => s.closeProb x
  | none, none => 1 - ∑ x, s.closeProb x
```

The states could also have been all world-line configurations, with every segment a candidate for opening. The balance between two given states would keep its form, but a closed configuration would then have many open neighbours. For its diagonal entry to be nonnegative, all openings together must have probability at most one, which holds because the $n$ proposals share a total probability of one.

## Positivity and normalisation

The propagator $G$ is a sum of positive link products over a nonempty set of paths. The constant path at $a$ serves as a witness, and it also covers $m=0$.

```lean
/-- The free propagator across the segment is positive. -/
lemma propagator_pos (s : Segment S m) : 0 < s.propagator := by
  unfold propagator
  rw [← sum_links]
  exact Finset.sum_pos (fun x _ => links_pos s.K_pos m _ _ x) ⟨fun _ => s.a, mem_univ _⟩
```

Since $N$, $P$ and $\bar M$ are positive integers, $n\ge1$. Positivity of $\bar M$ comes from $m+1\le\bar M$.

```lean
omit [Fintype S] [DecidableEq S] in
/-- There is at least one opening proposal. -/
lemma one_le_choices (s : Segment S m) : 1 ≤ s.choices := by
  have hM : 0 < s.Mbar := by have := s.length_le; omega
  have h : 1 ≤ s.N * s.P * s.Mbar := Nat.mul_pos (Nat.mul_pos s.N_pos s.P_pos) hM
  unfold choices
  exact_mod_cast h
```

All factors of $R(x)$ are now positive, so $R(x)>0$.

```lean
/-- The acceptance ratio is positive. -/
lemma ratio_pos (s : Segment S m) (x : Fin m → S) : 0 < s.ratio x :=
  div_pos (mul_pos (mul_pos s.C_pos (by linarith [s.one_le_choices])) (Real.exp_pos _))
    s.propagator_pos
```

Dividing the path sum by $G$ normalises the bridge:

$$\sum_x B(x)=\frac1G\sum_xL(x)=1.$$

The proof takes the common denominator out of the sum and inserts `sum_links`.

```lean
/-- The bridge probabilities sum to one over the interior points. -/
theorem sum_bridge (s : Segment S m) : ∑ x, s.bridge x = 1 := by
  unfold bridge
  rw [← Finset.sum_div, sum_links]
  exact div_self s.propagator_pos.ne'
```

Both directions of the move have positive probability for every $x$, because each is a product of a positive proposal and a positive acceptance. Any closed path can thus be reached from any other by opening and closing again.

```lean
/-- Opening and closing through any given interior points both have positive probability. -/
theorem moves_pos (s : Segment S m) (x : Fin m → S) :
    0 < s.openProb x ∧ 0 < s.closeProb x := by
  have hc : 0 < s.choices := by linarith [s.one_le_choices]
  exact ⟨mul_pos (one_div_pos.mpr hc) (lt_min one_pos (s.ratio_pos x)),
    mul_pos (div_pos (links_pos s.K_pos m _ _ x) s.propagator_pos)
      (lt_min one_pos (one_div_pos.mpr (s.ratio_pos x)))⟩
```

## Balancing the two flows

The proposal fluxes differ by exactly the factor $R$:

$$W(x)\,\frac1n\,R(x)=w\,L(x)\,e^{-U(x)}\,\frac{C\,e^{U(x)-U'}}{G}=C\,w\,e^{-U'}\,\frac{L(x)}{G}=W_{\rm open}\,B(x).$$

For $R>0$, multiplying $\min(1,1/R)$ by $R$ gives $\min(R,1)$, hence

$$\min(1,R)=R\,\min(1,1/R).$$

Together these give detailed balance:

$$W(x)\,p_{\rm op}(x)=W(x)\,\frac1n\,R(x)\min(1,1/R(x))=W_{\rm open}\,B(x)\min(1,1/R(x))=W_{\rm open}\,p_{\rm cl}(x).$$

In the proof, `flux` is the first identity and `hmin` the second. Within `flux`, `he` combines the exponentials and `field_simp` cancels the denominators. The final `linear_combination` multiplies the flux identity by $\min(1,1/R)$.

```lean
/-- Detailed balance between the segment closed through `x` and the open segment. -/
theorem detailed_balance (s : Segment S m) (x : Fin m → S) :
    s.weight (some x) * s.openProb x = s.weight none * s.closeProb x := by
  have hc : s.choices ≠ 0 := by linarith [s.one_le_choices]
  have hp := s.propagator_pos.ne'
  have hr := s.ratio_pos x
  -- the two proposal fluxes differ by the factor R
  have flux : s.weight (some x) * (1 / s.choices) * s.ratio x
      = s.weight none * s.bridge x := by
    have he : Real.exp (-s.U x) * Real.exp (s.U x - s.U') = Real.exp (-s.U') := by
      rw [← Real.exp_add]
      congr 1
      ring
    simp only [weight, ratio, bridge]
    rw [← he]
    generalize Real.exp (-s.U x) = e₁
    generalize Real.exp (s.U x - s.U') = e₂
    field_simp
  have hmin : min 1 (s.ratio x) = s.ratio x * min 1 (1 / s.ratio x) := by
    rw [mul_min_of_nonneg _ _ hr.le, mul_one, mul_one_div_cancel hr.ne', min_comm]
  unfold openProb closeProb
  rw [hmin]
  linear_combination min 1 (1 / s.ratio x) * flux
```

## A stochastic transition matrix

Detailed balance alone does not show that the leftover probabilities are nonnegative. For opening,

$$p_{\rm op}(x)\le\frac1n\le1.$$

For closing, all paths must be bounded together, and the normalised bridge does this:

$$\sum_x p_{\rm cl}(x)=\sum_xB(x)\min(1,1/R(x))\le\sum_xB(x)=1.$$

These bounds are `hopen` and `hclose`. With them every entry is nonnegative, and each row sums to one because its diagonal entry was defined as the remainder. The proof treats the open and closed cases separately, and `Fintype.sum_option` splits a row sum into the open state and the closed ones.

```lean
/-- The transition matrix has nonnegative entries and its rows sum to one. -/
theorem transition_stochastic (s : Segment S m) :
    (∀ i j, 0 ≤ s.transition i j) ∧ ∀ i, ∑ j, s.transition i j = 1 := by
  have hopen : ∀ x, s.openProb x ≤ 1 := fun x => by
    have h1 : 1 / s.choices ≤ 1 := by
      rw [div_le_one (by linarith [s.one_le_choices])]
      exact s.one_le_choices
    exact mul_le_one₀ h1 (le_min zero_le_one (s.ratio_pos x).le) (min_le_left _ _)
  -- normalisation of the bridge bounds the total closing probability
  have hclose : ∑ x, s.closeProb x ≤ 1 := by
    rw [← s.sum_bridge]
    refine Finset.sum_le_sum fun x _ => ?_
    exact mul_le_of_le_one_right
      (div_pos (links_pos s.K_pos m _ _ x) s.propagator_pos).le (min_le_left _ _)
  constructor
  · rintro (_ | x) (_ | y)
    · exact sub_nonneg.mpr hclose
    · exact (s.moves_pos y).2.le
    · exact (s.moves_pos x).1.le
    · simp only [transition]
      split_ifs
      · exact sub_nonneg.mpr (hopen x)
      · exact le_rfl
  · rintro (_ | x) <;> rw [Fintype.sum_option] <;> simp [transition]
```

## Stationarity of the closed and open weights

Write $T(i,j)$ for the transition matrix. Detailed balance holds for every pair of states: between open and closed it was derived above, on the diagonal it is trivial, and between different closed paths both sides vanish. Summing over the initial state then gives

$$\sum_iW(i)\,T(i,j)=\sum_iW(j)\,T(j,i)=W(j)\sum_iT(j,i)=W(j).$$

Dividing by $Z$ gives the same equation for the probabilities $\pi$. The proof follows this line: `hrev` is detailed balance for all pairs, it is used under the sum, $W(j)$ is taken out, and the row sum is replaced by one.

```lean
/-- The open/close move obeys detailed balance for every pair of states and leaves the
closed and open weights stationary. -/
theorem worm_reversible_stationary (s : Segment S m) :
    (∀ i j, s.weight i * s.transition i j = s.weight j * s.transition j i) ∧
      ∀ j, ∑ i, s.weight i * s.transition i j = s.weight j := by
  have hrev : ∀ i j, s.weight i * s.transition i j = s.weight j * s.transition j i := by
    rintro (_ | x) (_ | y)
    · rfl
    · exact (s.detailed_balance y).symm
    · exact s.detailed_balance x
    · by_cases h : x = y
      · subst h
        rfl
      · simp [transition, h, Ne.symm h]
  refine ⟨hrev, fun j => ?_⟩
  rw [Finset.sum_congr rfl fun i _ => hrev i j, ← Finset.mul_sum,
    s.transition_stochastic.2 j, mul_one]
```

For path-integral Monte Carlo of bosons, this confirms that the stated acceptance rule leaves the intended weights stationary for one segment with frozen surroundings on a finite site set. Moves of the worm's ends, exchanges between world lines and continuous positions are not part of the model.

## The share of closed configurations

The relative weight of the two sectors also follows from the bridge. Using $L(x)=G\,B(x)$,

$$\frac{\sum_xW(x)}{W_{\rm open}}=\frac{\sum_x w\,G\,B(x)\,e^{-U(x)}}{C\,w\,e^{-U'}}=\frac{G}{C}\sum_xB(x)\,e^{U'-U(x)} .$$

This equals the ratio of the stationary probabilities $\pi$ of being closed and being open, since $Z$ cancels. The surrounding weight $w$ cancels too. For this segment and these surroundings, the two sectors have equal weight when $C$ equals $G$ times the bridge average of $e^{U'-U}$.

With a single link, $m=0$, there is one closed state and the bridge probability is one. The ratio is then $K(a,b)\,e^{U'-U}/C$, where $U$ is a single number.

The proof multiplies through by the open weight, which is nonzero, and compares the two sums term by term. As before, `he` combines the exponentials and `field_simp` cancels the propagator and $C$.

```lean
/-- The total closed weight over the open weight is `K^M(a,b) / C` times the bridge average
of `exp(U' - U)`. -/
theorem closed_open_ratio (s : Segment S m) :
    (∑ x, s.weight (some x)) / s.weight none
      = s.propagator / s.C * ∑ x, s.bridge x * Real.exp (s.U' - s.U x) := by
  have hp := s.propagator_pos.ne'
  have hC := s.C_pos.ne'
  have h0 : s.weight none ≠ 0 :=
    (mul_pos (mul_pos s.C_pos s.w_pos) (Real.exp_pos _)).ne'
  rw [div_eq_iff h0, Finset.mul_sum, Finset.sum_mul]
  refine Finset.sum_congr rfl fun x _ => ?_
  have he : Real.exp (s.U' - s.U x) * Real.exp (-s.U') = Real.exp (-s.U x) := by
    rw [← Real.exp_add]
    congr 1
    ring
  simp only [weight, bridge]
  rw [← he]
  generalize Real.exp (s.U' - s.U x) = e₁
  generalize Real.exp (-s.U') = e₂
  field_simp

end Segment

end

end WormOpenClose
```

```lean
#print axioms WormOpenClose.Segment.detailed_balance
-- 'WormOpenClose.Segment.detailed_balance' depends on axioms: [propext, Classical.choice, Quot.sound]
#print axioms WormOpenClose.Segment.worm_reversible_stationary
-- 'WormOpenClose.Segment.worm_reversible_stationary' depends on axioms: [propext, Classical.choice, Quot.sound]
#print axioms WormOpenClose.Segment.closed_open_ratio
-- 'WormOpenClose.Segment.closed_open_ratio' depends on axioms: [propext, Classical.choice, Quot.sound]
```
